# Thermal transmission through a repulsive delta barrier: reflection keeps the rate below free passage

A rate estimate that lets every incident particle through is too high when a thin repulsive barrier stands in the path. For a delta barrier the overestimate is a factor 1/K, where K is the thermally averaged transmission, and this factor grows without bound as the temperature falls. A correction factor that can only exceed 1 would change such an estimate in the wrong direction.

## The thermal factor and its limits

Let a particle of mass m and wave number k > 0 meet a delta potential of strength α > 0. The wave is exp(ikx) + r exp(−ikx) on the left and t exp(ikx) on the right. Continuity and the jump of the slope give

1 + r = t,

ħ²(ikt − ik(1 − r)) = 2mαt.

Insert r = t − 1 into the second equation and halve it:

t(−mα + iħ²k) = iħ²k.

Taking squared moduli gives |t|² = ħ⁴k²/(ħ⁴k² + m²α²). Division of numerator and denominator by 2mħ² turns this into

|t|² = E/(E + g), with E = ħ²k²/(2m) and g = mα²/(2ħ²).

At inverse temperature b = 1/(k_B T), with k_B Boltzmann's constant and T the temperature, the incident flux in one dimension carries the weight exp(−bE) dE. The transmitted flux divided by the flux of free passage is

K(b) = b ∫ exp(−bE) E/(E + g) dE, over E > 0.

With x = bE and s = bg this becomes

K = ∫ exp(−x) x/(x + s) dx, over x > 0.

For s > 0 the fraction lies strictly between 0 and 1, and ∫ exp(−x) dx = 1, so 0 < K < 1. The fraction falls strictly as s grows, so K decreases strictly in b.

At high temperature, the inequality x + s ≥ 2√(xs) bounds the reflected part:

1 − x/(x + s) = s/(x + s) ≤ √s/(2√x).

Since ∫ exp(−x) x^(−1/2) dx = √π, it follows that

1 − (√π/2)√(bg) ≤ K < 1,

and K tends to 1 as b → 0 from above.

At low temperature, the identity x − sx/(x + s) = x²/(x + s) gives

x − x²/s ≤ sx/(x + s) ≤ x.

The integrals of exp(−x) x and exp(−x) x² are 1 and 2, so

1 − 2/(bg) ≤ bgK ≤ 1,

and bgK tends to 1 as b → ∞.

The reference value 1 stands for free passage at every positive energy. It is not the classical rate over a tall, narrow barrier, which would stop a classical particle of lower energy. For this single particle in one dimension, the bounds offer a check on programs that average the transmission probability of a delta barrier over energy with the flux weight exp(−bE) dE.

## From the matching conditions to E/(E + g)

In Lean 4 with Mathlib:

```lean
import Mathlib

open MeasureTheory Set Filter Topology

namespace DeltaBarrierRate

noncomputable section
```

The physical input is the predicate `DeltaMatching`. Its arguments `hbar`, `m`, `α` and `k` are real numbers, and the amplitudes `r` and `t` are complex. The two conditions are postulated; they stand for a continuous wave and for the slope jump that a delta potential produces in the stationary Schrödinger equation.

```lean
/-- Matching conditions at a delta potential of strength `α` for the wave
`exp(ikx) + r exp(-ikx)` on the left and `t exp(ikx)` on the right: the wave is continuous,
and its slope jumps by `2mα/ħ²` times its value, written here without division. -/
def DeltaMatching (hbar m α k : ℝ) (r t : ℂ) : Prop :=
  1 + r = t ∧
    (hbar : ℂ) ^ 2 * (Complex.I * k * t - Complex.I * k * (1 - r)) = 2 * m * α * t
```

The next two definitions are the transmission probability and K. The set `Ioi (0 : ℝ)` is the range of positive energies, and `b` and `g` are in reciprocal units, so that `b * g` is a pure number.

```lean
/-- The quotient `E/(E + g)`: the transmission probability of the delta barrier at energy `E`, for
`E > 0` and `g ≥ 0`. -/
def transmission (g E : ℝ) : ℝ := E / (E + g)

/-- Thermal factor at inverse temperature `b`: the Boltzmann average of the transmission
probability over positive energies, for `g > 0` and `b > 0`. -/
def thermalFactor (g b : ℝ) : ℝ :=
  b * ∫ E in Ioi (0 : ℝ), Real.exp (-(b * E)) * transmission g E
```

The first theorem says that any amplitudes obeying the conditions have the stated |t|², provided ħ, m and k are positive. The sign of α is left free, because only α² enters g. In the proof, `key` is the linear equation for t found above, `Complex.normSq` takes its squared modulus, and the last line multiplies by 1/(2mħ²).

```lean
/-- For positive `ħ`, `m` and `k`, the matching conditions give the transmission probability
`E/(E + g)` with `E = ħ²k²/(2m)` and `g = mα²/(2ħ²)`. -/
theorem transmission_of_matching {hbar m α k : ℝ} {r t : ℂ} (hh : 0 < hbar) (hm : 0 < m)
    (hk : 0 < k) (h : DeltaMatching hbar m α k r t) :
    ‖t‖ ^ 2 = transmission (m * α ^ 2 / (2 * hbar ^ 2)) (hbar ^ 2 * k ^ 2 / (2 * m)) := by
  obtain ⟨h1, h2⟩ := h
  -- eliminate the reflected amplitude
  have key : t * (((-(m * α) : ℝ) : ℂ) + ((k * hbar ^ 2 : ℝ) : ℂ) * Complex.I)
      = ((k * hbar ^ 2 : ℝ) : ℂ) * Complex.I := by
    push_cast
    linear_combination h2 / 2 - Complex.I * k * (hbar : ℂ) ^ 2 / 2 * h1
  have hN := congrArg Complex.normSq key
  simp only [Complex.normSq_mul, Complex.normSq_add_mul_I, Complex.normSq_ofReal,
    Complex.normSq_I] at hN
  have hE : hbar ^ 2 * k ^ 2 / (2 * m) = 1 / (2 * m * hbar ^ 2) * (k * hbar ^ 2) ^ 2 := by
    field_simp
  have hg : m * α ^ 2 / (2 * hbar ^ 2) = 1 / (2 * m * hbar ^ 2) * (m * α) ^ 2 := by
    field_simp
  rw [Complex.sq_norm, transmission, hE, hg, eq_div_iff (by positivity)]
  linear_combination 1 / (2 * m * hbar ^ 2) * hN
```

An explicit solution follows. It has |t|² = 1/2, in agreement with E = g = 1/2 for these values.

```lean
/-- With `ħ = m = α = k = 1`, the amplitudes `r = (-1 - i)/2` and `t = (1 - i)/2` satisfy
the matching conditions. -/
theorem deltaMatching_witness :
    DeltaMatching 1 1 1 1 ((-1 - Complex.I) / 2) ((1 - Complex.I) / 2) := by
  constructor
  · ring
  · simp only [Complex.ofReal_one]
    linear_combination (-1 : ℂ) * Complex.I_sq
```

## One parameter, and the integrals it needs

The substitution x = bE is the library lemma `integral_comp_mul_left_Ioi`. The factor 1/b that it produces cancels the prefactor of K.

```lean
/-- For `b > 0` the thermal factor depends on barrier and temperature only through the
product `bg`. -/
theorem thermalFactor_scaling (g : ℝ) {b : ℝ} (hb : 0 < b) :
    thermalFactor g b = ∫ x in Ioi (0 : ℝ), Real.exp (-x) * (x / (x + b * g)) := by
  have h := integral_comp_mul_left_Ioi
    (fun x : ℝ => Real.exp (-x) * (x / (x + b * g))) 0 hb
  simp only [mul_zero, ← mul_add, mul_div_mul_left _ _ hb.ne', smul_eq_mul] at h
  simp only [thermalFactor, transmission]
  rw [h, mul_inv_cancel_left₀ hb.ne']
```

The moments of exp(−x) come from the Gamma function. The case n = 0 is the normalisation, and n = 1 and n = 2 serve the low-temperature bounds.

```lean
/-- The moments of the Boltzmann weight `exp(-x)` on `x > 0` exist and equal `n!`. -/
theorem boltzmann_moment (n : ℕ) :
    IntegrableOn (fun x : ℝ => Real.exp (-x) * x ^ n) (Ioi 0) ∧
      ∫ x in Ioi (0 : ℝ), Real.exp (-x) * x ^ n = n.factorial := by
  have hn : (0 : ℝ) < n + 1 := by positivity
  have h1 := Real.GammaIntegral_convergent hn
  have h2 := Real.Gamma_eq_integral hn
  simp only [add_sub_cancel_right, Real.rpow_natCast] at h1 h2
  exact ⟨h1, by rw [← h2, Real.Gamma_nat_eq_factorial]⟩
```

The integrand of K is integrable because it is dominated by exp(−x).

```lean
private lemma integrable_weight {s : ℝ} (hs : 0 < s) :
    IntegrableOn (fun x : ℝ => Real.exp (-x) * (x / (x + s))) (Ioi 0) := by
  refine Integrable.mono' (boltzmann_moment 0).1
    (Measurable.aestronglyMeasurable (by fun_prop)) ?_
  refine ae_restrict_of_forall_mem measurableSet_Ioi fun x hx => ?_
  have hx' : 0 < x := hx
  rw [Real.norm_of_nonneg (by positivity), pow_zero]
  refine mul_le_mul_of_nonneg_left ?_ (Real.exp_pos _).le
  rw [div_le_one (by positivity)]
  linarith
```

A strict inequality between integrands must also survive integration. The difference of the two functions is positive on the whole half-line, a set of infinite length, so its integral is positive.

```lean
private lemma integral_lt {f h : ℝ → ℝ} (hf : IntegrableOn f (Ioi 0))
    (hh : IntegrableOn h (Ioi 0)) (hlt : ∀ x, 0 < x → f x < h x) :
    ∫ x in Ioi (0 : ℝ), f x < ∫ x in Ioi (0 : ℝ), h x := by
  rw [← sub_pos, ← integral_sub hh hf, setIntegral_pos_iff_support_of_nonneg_ae
    (ae_restrict_of_forall_mem measurableSet_Ioi fun x hx => (sub_pos.2 (hlt x hx)).le)
    (Integrable.sub hh hf)]
  have hs : Function.support (fun x => h x - f x) ∩ Ioi 0 = Ioi 0 :=
    inter_eq_right.2 fun x hx => (sub_pos.2 (hlt x hx)).ne'
  rw [hs, Real.volume_Ioi]
  exact ENNReal.zero_lt_top
```

## Strict bounds and strict decrease

Both bounds apply `integral_lt`: first to the zero function and the integrand of K, then to that integrand and exp(−x).

```lean
/-- For `g, b > 0` the thermal factor lies strictly between 0 and 1. -/
theorem thermalFactor_mem_Ioo {g b : ℝ} (hg : 0 < g) (hb : 0 < b) :
    0 < thermalFactor g b ∧ thermalFactor g b < 1 := by
  have hs : 0 < b * g := mul_pos hb hg
  rw [thermalFactor_scaling g hb]
  constructor
  · have h := integral_lt (f := fun _ => 0) integrableOn_zero (integrable_weight hs)
      (fun x hx => by positivity)
    simpa only [integral_zero] using h
  · have h := integral_lt (integrable_weight hs) (boltzmann_moment 0).1 (fun x hx => by
      refine mul_lt_mul_of_pos_left ?_ (Real.exp_pos _)
      rw [pow_zero, div_lt_one (by positivity)]
      linarith)
    rw [(boltzmann_moment 0).2] at h
    simpa using h
```

For b < c the same lemma compares the integrands with parameters bg and cg. `StrictAntiOn` on `Ioi 0` means strict decrease over positive b.

```lean
/-- For `g > 0` the thermal factor decreases strictly with inverse temperature `b > 0`. -/
theorem thermalFactor_strictAntiOn {g : ℝ} (hg : 0 < g) :
    StrictAntiOn (thermalFactor g) (Ioi 0) := by
  intro b hb c hc hbc
  have hb' : 0 < b := hb
  have hc' : 0 < c := hc
  rw [thermalFactor_scaling g hb', thermalFactor_scaling g hc']
  refine integral_lt (integrable_weight (mul_pos hc' hg))
    (integrable_weight (mul_pos hb' hg)) fun x hx => ?_
  have h : b * g < c * g := mul_lt_mul_of_pos_right hbc hg
  refine mul_lt_mul_of_pos_left ?_ (Real.exp_pos _)
  exact div_lt_div_of_pos_left hx (by positivity) (by linarith)
```

## Bounds at high and low temperature

In the next proof `generalize` names the product bg as s. The term `hsq` is the inequality between arithmetic and geometric means, written as a nonnegative multiple of (√x − √s)². The pointwise bound `hp` is then integrated, with the value of the Gamma function at 1/2 supplying √π.

```lean
/-- For `g, b > 0` the thermal factor is at least `1 - (√π/2)√(bg)`. -/
theorem high_temperature_bound {g b : ℝ} (hg : 0 < g) (hb : 0 < b) :
    1 - √Real.pi / 2 * √(b * g) ≤ thermalFactor g b := by
  have hs : 0 < b * g := mul_pos hb hg
  rw [thermalFactor_scaling g hb]
  generalize b * g = s at hs ⊢
  have hhalf : (0 : ℝ) < 1 / 2 := by norm_num
  have i0 := (boltzmann_moment 0).1
  have i1 := Integrable.const_mul (Real.GammaIntegral_convergent hhalf) (√s / 2)
  have hp : ∀ x ∈ Ioi (0 : ℝ), Real.exp (-x) * x ^ 0
      - √s / 2 * (Real.exp (-x) * x ^ ((1 / 2 : ℝ) - 1)) ≤ Real.exp (-x) * (x / (x + s)) := by
    intro x hx
    have hx' : 0 < x := hx
    have hr : x ^ ((1 / 2 : ℝ) - 1) = (√x)⁻¹ := by
      rw [Real.sqrt_eq_rpow, ← Real.rpow_neg hx'.le]
      norm_num
    have hy : 0 < √x := Real.sqrt_pos.2 hx'
    have hi : (√x)⁻¹ * √x = 1 := inv_mul_cancel₀ hy.ne'
    -- arithmetic-geometric mean inequality for `x` and `s`
    have hsq : 0 ≤ √s / 2 * (√x)⁻¹ * (√x - √s) ^ 2 := by positivity
    have hxx := Real.sq_sqrt hx'.le
    have hss := Real.sq_sqrt hs.le
    have h : 1 - √s / 2 * (√x)⁻¹ ≤ x / (x + s) := by
      rw [le_div_iff₀ (by positivity)]
      have h' : (1 - √s / 2 * (√x)⁻¹) * (√x ^ 2 + √s ^ 2) ≤ √x ^ 2 := by
        linear_combination hsq - √s ^ 2 * hi
      rwa [hxx, hss] at h'
    rw [hr]
    linear_combination mul_le_mul_of_nonneg_left h (Real.exp_pos (-x)).le
  have h := setIntegral_mono_on (Integrable.sub i0 i1) (integrable_weight hs)
    measurableSet_Ioi hp
  have he := integral_sub i0 i1
  rw [integral_const_mul, ← Real.Gamma_eq_integral hhalf, Real.Gamma_one_half_eq,
    (boltzmann_moment 0).2, Nat.factorial_zero, Nat.cast_one] at he
  calc 1 - √Real.pi / 2 * √s = 1 - √s / 2 * √Real.pi := by ring
    _ ≤ _ := he.symm.trans_le h
```

The low-temperature theorem has the same structure on each side: a pointwise inequality `hp`, its integration by `setIntegral_mono_on`, and the values of the moments (1! and 2! for the lower bound, 1! alone for the upper). The lower bound is informative only when bg > 2, but it holds for all positive b and g.

```lean
/-- For `g, b > 0` the product `bgK` lies between `1 - 2/(bg)` and 1, where `K` is the
thermal factor. -/
theorem low_temperature_bounds {g b : ℝ} (hg : 0 < g) (hb : 0 < b) :
    1 - 2 / (b * g) ≤ b * g * thermalFactor g b ∧ b * g * thermalFactor g b ≤ 1 := by
  have hs : 0 < b * g := mul_pos hb hg
  rw [thermalFactor_scaling g hb]
  generalize b * g = s at hs ⊢
  have i1 := (boltzmann_moment 1).1
  have i2 := Integrable.const_mul (boltzmann_moment 2).1 (1 / s)
  have iw := Integrable.const_mul (integrable_weight hs) s
  rw [← integral_const_mul]
  constructor
  · have hp : ∀ x ∈ Ioi (0 : ℝ), Real.exp (-x) * x ^ 1 - 1 / s * (Real.exp (-x) * x ^ 2)
        ≤ s * (Real.exp (-x) * (x / (x + s))) := by
      intro x hx
      have hx' : 0 < x := hx
      have hi : 1 / s * s = 1 := one_div_mul_cancel hs.ne'
      have hc : 0 ≤ 1 / s * x ^ 3 := by positivity
      have h : x - 1 / s * x ^ 2 ≤ s * (x / (x + s)) := by
        rw [← mul_div_assoc, le_div_iff₀ (by positivity)]
        linear_combination hc - x ^ 2 * hi
      linear_combination mul_le_mul_of_nonneg_left h (Real.exp_pos (-x)).le
    have h := setIntegral_mono_on (Integrable.sub i1 i2) iw measurableSet_Ioi hp
    have he := integral_sub i1 i2
    rw [integral_const_mul, (boltzmann_moment 1).2, (boltzmann_moment 2).2] at he
    calc 1 - 2 / s = ((Nat.factorial 1 : ℕ) : ℝ) - 1 / s * ((Nat.factorial 2 : ℕ) : ℝ) := by
          norm_num [Nat.factorial]
          ring
      _ ≤ _ := he.symm.trans_le h
  · have hp : ∀ x ∈ Ioi (0 : ℝ), s * (Real.exp (-x) * (x / (x + s)))
        ≤ Real.exp (-x) * x ^ 1 := by
      intro x hx
      have hx' : 0 < x := hx
      have h : s * (x / (x + s)) ≤ x := by
        rw [← mul_div_assoc, div_le_iff₀ (by positivity)]
        nlinarith [sq_nonneg x]
      linear_combination mul_le_mul_of_nonneg_left h (Real.exp_pos (-x)).le
    have h := setIntegral_mono_on iw i1 measurableSet_Ioi hp
    rw [(boltzmann_moment 1).2] at h
    simpa using h
```

## The four properties together

The final theorem fixes g > 0 and states the strict bounds, the strict decrease and the two limits. The filter `𝓝[>] 0` expresses b → 0 from above, and `atTop` expresses b → ∞. Each limit follows by squeezing between the bounds already proved.

Here g is simply a positive number; the link to m, α and ħ is `transmission_of_matching`, where a nonzero α makes g positive. The model has equal potentials on both sides of the barrier and no coupling to an environment during the crossing.

```lean
/-- For `g > 0` the thermal factor `K` of the delta barrier lies strictly between 0 and 1,
decreases strictly with inverse temperature `b > 0`, tends to 1 as `b` tends to 0 from above,
and `bgK` tends to 1 as `b` grows. -/
theorem quantum_reflection_lowers_rate {g : ℝ} (hg : 0 < g) :
    (∀ b, 0 < b → 0 < thermalFactor g b ∧ thermalFactor g b < 1) ∧
    StrictAntiOn (thermalFactor g) (Ioi 0) ∧
    Tendsto (thermalFactor g) (𝓝[>] 0) (𝓝 1) ∧
    Tendsto (fun b => b * g * thermalFactor g b) atTop (𝓝 1) := by
  refine ⟨fun b hb => thermalFactor_mem_Ioo hg hb, thermalFactor_strictAntiOn hg, ?_, ?_⟩
  · -- squeeze between the high-temperature bound and 1
    have hc : Continuous fun b : ℝ => 1 - √Real.pi / 2 * √(b * g) := by fun_prop
    have hl : Tendsto (fun b : ℝ => 1 - √Real.pi / 2 * √(b * g)) (𝓝[>] 0) (𝓝 1) := by
      have h := (hc.tendsto 0).mono_left (nhdsWithin_le_nhds (s := Ioi 0))
      simpa only [zero_mul, Real.sqrt_zero, mul_zero, sub_zero] using h
    refine tendsto_of_tendsto_of_tendsto_of_le_of_le' hl tendsto_const_nhds ?_ ?_
    · filter_upwards [self_mem_nhdsWithin] with b hb
      exact high_temperature_bound hg hb
    · filter_upwards [self_mem_nhdsWithin] with b hb
      exact (thermalFactor_mem_Ioo hg hb).2.le
  · -- squeeze between the two low-temperature bounds
    have hd : Tendsto (fun b : ℝ => 2 / (b * g)) atTop (𝓝 0) :=
      tendsto_const_nhds.div_atTop (tendsto_id.atTop_mul_const hg)
    have hl : Tendsto (fun b : ℝ => 1 - 2 / (b * g)) atTop (𝓝 1) := by
      simpa only [sub_zero] using hd.const_sub 1
    refine tendsto_of_tendsto_of_tendsto_of_le_of_le' hl tendsto_const_nhds ?_ ?_
    · filter_upwards [eventually_gt_atTop 0] with b hb
      exact (low_temperature_bounds hg hb).1
    · filter_upwards [eventually_gt_atTop 0] with b hb
      exact (low_temperature_bounds hg hb).2

end

end DeltaBarrierRate
```

```lean
#print axioms DeltaBarrierRate.transmission_of_matching
#print axioms DeltaBarrierRate.quantum_reflection_lowers_rate
```

```
'DeltaBarrierRate.transmission_of_matching' depends on axioms: [propext, Classical.choice, Quot.sound]
'DeltaBarrierRate.quantum_reflection_lowers_rate' depends on axioms: [propext, Classical.choice, Quot.sound]
```
